# Majority voting on independent spins of polarisation 0 < p < 1 drives the polarisation to one

A spin has two states, up and down, stored as the Booleans `true` and `false`. Its value s is +1 for up and −1 for down, without the factor 1/2 of angular momentum. The polarisation of a spin is the mean of s, that is, the probability of up minus the probability of down.

```lean
import Mathlib

open Filter Topology

namespace AlgorithmicCooling

noncomputable section

/-- The value `+1` or `-1` of a spin that is up (`true`) or down (`false`). -/
def spin : Bool → ℝ
  | true => 1
  | false => -1
```

The majority M(a, b, c) of three spins is up when at least two of them are up.

```lean
/-- The majority vote of three spins. -/
def majority (a b c : Bool) : Bool := (a && b) || (b && c) || (a && c)
```

The following cubic is called f in the text and `compress` in the code:

f(x) = (3x − x³)/2

```lean
/-- The compression map `f(x) = (3x - x^3)/2`. -/
def compress (x : ℝ) : ℝ := (3 * x - x ^ 3) / 2
```

One round of compression replaces each triple of spins by a single spin carrying their majority. An element of `Register n` is a configuration of all the spins that n rounds use up: one spin for n = 0, and three registers of depth n for depth n + 1.

```lean
/-- Configurations of the spins used in `n` rounds: one spin for `n = 0`, and three
registers of the previous depth for each further round. -/
def Register : ℕ → Type
  | 0 => Bool
  | n + 1 => Register n × Register n × Register n

/-- A register has finitely many configurations. -/
instance registerFintype : (n : ℕ) → Fintype (Register n)
  | 0 => (inferInstance : Fintype Bool)
  | n + 1 =>
    haveI := registerFintype n
    (inferInstance : Fintype (Register n × Register n × Register n))
```

The initial spins are independent and each has polarisation p. A single spin has weight (1 + p s)/2, and the weight w(r) of a larger configuration r is the product over its three parts. In quantum terms these are the populations of a product state without coherences. The definition accepts any real p, but the weights are probabilities only for −1 ≤ p ≤ 1.

```lean
/-- The weight of a configuration of independent spins, each up with weight `(1 + p)/2`
and down with weight `(1 - p)/2`; it is a probability for `-1 ≤ p ≤ 1`. -/
def weight (p : ℝ) : (n : ℕ) → Register n → ℝ
  | 0 => fun (s : Bool) => (1 + p * spin s) / 2
  | n + 1 => fun (r : Register n × Register n × Register n) =>
      weight p n r.1 * weight p n r.2.1 * weight p n r.2.2
```

The output of a register is found by voting within each of its three parts and then among the three results.

```lean
/-- The spin left after `n` rounds of majority voting on triples. -/
def output : (n : ℕ) → Register n → Bool
  | 0 => fun (s : Bool) => s
  | n + 1 => fun (r : Register n × Register n × Register n) =>
      majority (output n r.1) (output n r.2.1) (output n r.2.2)
```

The polarisation after n rounds, written Pₙ here and `polarisation p n` in the code, is the weighted mean of the output value:

Pₙ = Σ_r w(r) s(output of r)

```lean
/-- The polarisation after `n` rounds: the mean value of the output spin. -/
def polarisation (p : ℝ) (n : ℕ) : ℝ :=
  ∑ r : Register n, weight p n r * spin (output n r)
```

The compression is ideal: there are no gate errors and no relaxation, and the spins left over from each vote are neither reused nor cooled again by a bath. The vote is a function on configurations; the unitary gate that would write it onto one spin is not modelled. Within these limits, the results say how far repeated majority voting on triples, a simple form of algorithmic cooling, can purify weakly polarised spins such as those of NMR.

## (a) The size of a register

Show that the number of configurations is that of 3ⁿ two-level spins:

|Register n| = 2^(3ⁿ)

For n = 0 there is one spin with two states, and 2^(3⁰) = 2. A register of depth n + 1 consists of three registers of depth n, so the count is cubed:

(2^(3ⁿ))³ = 2^(3·3ⁿ) = 2^(3ⁿ⁺¹)

The Lean induction does the same, with `Fintype.card_prod` multiplying the counts and `pow_add` adding the exponents.

```lean
/-- The register for `n` rounds has `2^(3^n)` configurations, as `3^n` spins have. -/
theorem card_register (n : ℕ) : Fintype.card (Register n) = 2 ^ (3 ^ n) := by
  induction n with
  | zero =>
    change Fintype.card Bool = 2 ^ (3 ^ 0)
    simp
  | succ n ih =>
    have h : Fintype.card (Register n × Register n × Register n) = 2 ^ (3 ^ (n + 1)) := by
      rw [Fintype.card_prod, Fintype.card_prod, ih, ← pow_add, ← pow_add]
      congr 1
      ring
    exact h
```

## (b) Summing over the three parts

Let F be a real function of the configurations of depth n + 1. Show that its sum can be taken part by part:

Σ_r F(r) = Σ_x Σ_y Σ_z F(x, y, z)

Here x, y and z run over `Register n`. Each configuration r is exactly one triple (x, y, z), and a finite sum over triples can be carried out one entry at a time. In Lean this is `Fintype.sum_prod_type`, applied after reading `Register (n + 1)` as the triple product that defines it.

```lean
/-- A sum over the configurations of a register is a triple sum over its three parts. -/
theorem sum_register_succ (n : ℕ) (F : Register n × Register n × Register n → ℝ) :
    (∑ r : Register (n + 1), F r) = ∑ x, ∑ y, ∑ z, F (x, y, z) := by
  have h : (∑ r : Register n × Register n × Register n, F r)
      = ∑ x, ∑ y, ∑ z, F (x, y, z) := by
    simp only [Fintype.sum_prod_type]
  exact h
```

## (c) Normalisation

Show that, for every real p and every n,

Σ_r w(r) = 1

For a single spin the sum is (1 + p)/2 + (1 − p)/2 = 1. For depth n + 1, part (b) gives a triple sum of w(x) w(y) w(z), which factorises into three sums over registers of depth n. Each equals 1 by the induction hypothesis. The code pulls the constant factors out with `Finset.mul_sum` and replaces each inner sum by 1.

```lean
/-- The weights of all configurations of a register sum to one. -/
theorem sum_weight (p : ℝ) (n : ℕ) : ∑ r : Register n, weight p n r = 1 := by
  induction n with
  | zero =>
    change (∑ s : Bool, (1 + p * spin s) / 2) = 1
    rw [Fintype.sum_bool]
    simp only [spin]
    ring
  | succ n ih =>
    refine (sum_register_succ n
      (fun r => weight p n r.1 * weight p n r.2.1 * weight p n r.2.2)).trans ?_
    simp only [← Finset.mul_sum, ih, mul_one]
```

## (d) The mean of a majority

Let x run over a finite set with real weights w(x) that sum to 1, and let v(x) be a vote, up or down. Write P = Σ_x w(x) s(v(x)) for the mean of one vote. Show that three independent votes of this kind have a majority with mean f(P):

Σ_x Σ_y Σ_z w(x) w(y) w(z) s(M(v(x), v(y), v(z))) = f(P)

Write a, b, c for the three spin values. The value of their majority is

(a + b + c − abc)/2

If all three equal a, this is (3a − a³)/2 = a, because a² = 1. If two equal a and the third is −a, the sum is a and the product is −a, so the result is again a.

Averaging over independent votes replaces each of a, b, c by P:

(3P − P³)/2 = f(P)

The code writes the polynomial as (a + b)/2 + (1 − ab)/2 · c, which is linear in the last vote; `hm` checks it in all eight cases. The step `key` says that the average of A + B s is A + B P for constants A and B, which is where the normalisation enters. It is used three times. Averaging over z and then over y leaves

P + (1 − P²)/2 · a

and the average over x gives f(P).

```lean
/-- If three independent votes follow the same normalised distribution, the mean of their
majority is `f` of the mean of a single vote. -/
theorem majority_average {α : Type} [Fintype α] (w : α → ℝ) (v : α → Bool)
    (hw : ∑ x, w x = 1) :
    ∑ x, ∑ y, ∑ z, w x * w y * w z * spin (majority (v x) (v y) (v z))
      = compress (∑ x, w x * spin (v x)) := by
  -- the majority is a cubic polynomial in the spin values
  have hm : ∀ a b c : Bool, spin (majority a b c)
      = (spin a + spin b) / 2 + (1 - spin a * spin b) / 2 * spin c := by
    intro a b c
    cases a <;> cases b <;> cases c <;> norm_num [spin, majority]
  obtain ⟨P, hP⟩ : ∃ P, ∑ x, w x * spin (v x) = P := ⟨_, rfl⟩
  -- averaging a function linear in one vote
  have key : ∀ a b : ℝ, ∑ z, w z * (a + b * spin (v z)) = a + b * P := by
    intro a b
    calc ∑ z, w z * (a + b * spin (v z))
        = a * ∑ z, w z + b * ∑ z, w z * spin (v z) := by
          rw [Finset.mul_sum, Finset.mul_sum, ← Finset.sum_add_distrib]
          exact Finset.sum_congr rfl (fun z _ => by ring)
      _ = a + b * P := by rw [hw, hP, mul_one]
  have hz : ∀ x y, ∑ z, w x * w y * w z * spin (majority (v x) (v y) (v z))
      = w x * (w y * ((spin (v x) + P) / 2 + (1 - spin (v x) * P) / 2 * spin (v y))) := by
    intro x y
    calc ∑ z, w x * w y * w z * spin (majority (v x) (v y) (v z))
        = w x * w y * ∑ z, w z * ((spin (v x) + spin (v y)) / 2
            + (1 - spin (v x) * spin (v y)) / 2 * spin (v z)) := by
          rw [Finset.mul_sum]
          exact Finset.sum_congr rfl (fun z _ => by rw [hm]; ring)
      _ = _ := by rw [key]; ring
  have hy : ∀ x, ∑ y, ∑ z, w x * w y * w z * spin (majority (v x) (v y) (v z))
      = w x * (P + (1 - P ^ 2) / 2 * spin (v x)) := by
    intro x
    rw [Finset.sum_congr rfl (fun y _ => hz x y), ← Finset.mul_sum, key]
    ring
  rw [Finset.sum_congr rfl (fun x _ => hy x), key, hP]
  unfold compress
  ring
```

## (e) The law for n rounds

Show that, for every real p, the polarisation is the n-th iterate of f:

Pₙ = fⁿ(p)

Here fⁿ means f applied n times, written `compress^[n]` in Lean. With no rounds, P₀ = (1 + p)/2 − (1 − p)/2 = p. For one more round, the three parts of the register are independent and have the same distribution, and each output has mean Pₙ. Part (d) then gives

Pₙ₊₁ = f(Pₙ)

The Lean proof splits the sum with (b) and applies (d) with `weight p n` as the weights and `output n` as the vote; (c) supplies the normalisation.

```lean
/-- After `n` rounds of majority voting on independent spins of polarisation `p`, the
polarisation is the `n`-th iterate of `f` at `p`. -/
theorem polarisation_eq_iterate (p : ℝ) (n : ℕ) : polarisation p n = compress^[n] p := by
  induction n with
  | zero =>
    change (∑ s : Bool, (1 + p * spin s) / 2 * spin s) = p
    rw [Fintype.sum_bool]
    simp only [spin]
    ring
  | succ n ih =>
    rw [Function.iterate_succ_apply', ← ih]
    -- the three parts of the register vote independently
    exact (sum_register_succ n (fun r =>
      weight p n r.1 * weight p n r.2.1 * weight p n r.2.2 *
        spin (majority (output n r.1) (output n r.2.1) (output n r.2.2)))).trans
      (majority_average (weight p n) (output n) (sum_weight p n))
```

## (f) The gain in one round

For 0 < x < 1, show that

x < f(x) < 1

Both inequalities follow from factorisations:

f(x) − x = x(1 − x)(1 + x)/2

1 − f(x) = (1 − x)²(2 + x)/2

All factors are positive. In the code, `ha` and `hb` record the positivity of these products without the factor 1/2, and `nlinarith` does the remaining algebra.

```lean
/-- One compression raises a polarisation strictly between 0 and 1 and keeps it below 1. -/
theorem compress_bounds {x : ℝ} (h0 : 0 < x) (h1 : x < 1) :
    x < compress x ∧ compress x < 1 := by
  have ha : 0 < x * (1 - x) * (1 + x) :=
    mul_pos (mul_pos h0 (by linarith)) (by linarith)
  have hb : 0 < (1 - x) * (1 - x) * (2 + x) :=
    mul_pos (mul_pos (by linarith) (by linarith)) (by linarith)
  unfold compress
  constructor <;> nlinarith [ha, hb]
```

## (g) Bounds for all rounds

For 0 < p < 1, show that every n satisfies

p ≤ Pₙ < 1

This holds for P₀ = p. If it holds for Pₙ, then Pₙ lies strictly between 0 and 1, and part (f) gives p ≤ Pₙ < Pₙ₊₁ < 1. The Lean induction runs on the iterates of f, after rewriting with (e).

```lean
/-- For `0 < p < 1` the polarisation after any number of rounds is at least `p` and
below 1. -/
theorem polarisation_bounds {p : ℝ} (h0 : 0 < p) (h1 : p < 1) (n : ℕ) :
    p ≤ polarisation p n ∧ polarisation p n < 1 := by
  rw [polarisation_eq_iterate]
  induction n with
  | zero => exact ⟨le_refl p, h1⟩
  | succ n ih =>
    rw [Function.iterate_succ_apply']
    have h := compress_bounds (lt_of_lt_of_le h0 ih.1) ih.2
    exact ⟨ih.1.trans h.1.le, h.2⟩
```

## (h) How fast the polarisation grows

For 0 < p < 1, set λ = 1 − p(1 + p)/2. Show that

1 − Pₙ ≤ (1 − p) λⁿ

Pₙ ≤ (3/2)ⁿ p

Both are equalities at n = 0. For the first, factorise the missing polarisation after one more round, with x = Pₙ:

1 − f(x) = (1 − x)(1 − x(1 + x)/2)

Since x ≥ p by part (g), the second factor is at most λ, so each round multiplies the missing polarisation by at most λ. For the second, x³ ≥ 0 gives f(x) ≤ 3x/2.

The second bound limits the speed of this scheme: reaching a polarisation q > 0 takes at least ln(q/p)/ln(3/2) rounds. The first bound is enough to prove the limit in (i), but it is not the true rate. For small p it allows only a slow approach, since λ is close to 1, whereas f(x) = x(3 − x²)/2 shows that a small polarisation grows by a factor of nearly 3/2 in each round. Close to 1, the factorisation of 1 − f(x) in (f) shows that each round turns a missing polarisation d into about 3d²/2.

In the code, `generalize` renames the current polarisation to x, `hx` compares the two factors, and the two `calc` chains carry out the induction steps.

```lean
/-- For `0 < p < 1` the missing polarisation `1 - P` shrinks at least geometrically with the number
`n` of rounds, while `P` itself is at most `(3/2)^n * p`. -/
theorem polarisation_rate {p : ℝ} (h0 : 0 < p) (h1 : p < 1) (n : ℕ) :
    1 - polarisation p n ≤ (1 - p) * (1 - p * (1 + p) / 2) ^ n ∧
      polarisation p n ≤ (3 / 2) ^ n * p := by
  induction n with
  | zero => simp [polarisation_eq_iterate]
  | succ n ih =>
    obtain ⟨hl, hu⟩ := polarisation_bounds h0 h1 n
    have hs : polarisation p (n + 1) = compress (polarisation p n) := by
      rw [polarisation_eq_iterate, polarisation_eq_iterate, Function.iterate_succ_apply']
    rw [hs]
    generalize polarisation p n = x at *
    have hr : 0 ≤ 1 - p * (1 + p) / 2 := by nlinarith
    have hx : 1 - x * (1 + x) / 2 ≤ 1 - p * (1 + p) / 2 := by nlinarith
    constructor
    · calc 1 - compress x = (1 - x) * (1 - x * (1 + x) / 2) := by unfold compress; ring
        _ ≤ (1 - x) * (1 - p * (1 + p) / 2) :=
          mul_le_mul_of_nonneg_left hx (by linarith)
        _ ≤ ((1 - p) * (1 - p * (1 + p) / 2) ^ n) * (1 - p * (1 + p) / 2) :=
          mul_le_mul_of_nonneg_right ih.1 hr
        _ = (1 - p) * (1 - p * (1 + p) / 2) ^ (n + 1) := by ring
    · have h3 : 0 ≤ x ^ 3 := pow_nonneg (by linarith) 3
      calc compress x ≤ 3 / 2 * x := by unfold compress; linarith
        _ ≤ 3 / 2 * ((3 / 2) ^ n * p) := mul_le_mul_of_nonneg_left ih.2 (by norm_num)
        _ = (3 / 2) ^ (n + 1) * p := by ring
```

## (i) The limit of many rounds

For 0 < p < 1, show that the polarisation increases strictly with n, tends to 1, and passes every level below 1:

Pₙ < Pₘ whenever n < m

Pₙ → 1 as n → ∞

for every q < 1 there is an n with q < Pₙ

By (g) and (f), Pₙ₊₁ = f(Pₙ) > Pₙ, which gives the strict increase. For the limit, (g) and (h) enclose the polarisation:

1 − (1 − p) λⁿ ≤ Pₙ < 1

Since 0 < p(1 + p)/2 < 1, also 0 < λ < 1, so λⁿ → 0 and the lower bound tends to 1. A sequence with limit 1 eventually exceeds any q < 1, which is the third statement.

In Lean the three statements are `StrictMono`, `Tendsto … atTop (𝓝 1)` and the final quantified inequality. The proof obtains `hmono` from successive terms and `hlim` from the squeeze theorem, then reads off the third statement from `hlim`.

The endpoints p = 0 and p = 1 are fixed points of f: there the polarisation does not change at all, so the strict increase fails.

```lean
/-- For independent spins of polarisation `0 < p < 1`, the polarisation after `n` rounds of
majority voting increases strictly with `n`, tends to 1, and exceeds any given `q < 1` for
some finite `n`. -/
theorem cooling_to_full_polarisation {p : ℝ} (h0 : 0 < p) (h1 : p < 1) :
    StrictMono (polarisation p) ∧ Tendsto (polarisation p) atTop (𝓝 1) ∧
      ∀ q < 1, ∃ n, q < polarisation p n := by
  have hmono : StrictMono (polarisation p) := by
    apply strictMono_nat_of_lt_succ
    intro n
    obtain ⟨hl, hu⟩ := polarisation_bounds h0 h1 n
    have h := (compress_bounds (lt_of_lt_of_le h0 hl) hu).1
    rw [polarisation_eq_iterate] at h
    rw [polarisation_eq_iterate, polarisation_eq_iterate, Function.iterate_succ_apply']
    exact h
  -- squeeze between the geometric bound and 1
  have hlim : Tendsto (polarisation p) atTop (𝓝 1) := by
    have hr0 : 0 ≤ 1 - p * (1 + p) / 2 := by nlinarith
    have hr1 : 1 - p * (1 + p) / 2 < 1 := by nlinarith
    have h := ((tendsto_pow_atTop_nhds_zero_of_lt_one hr0 hr1).const_mul (1 - p)).const_sub 1
    rw [mul_zero, sub_zero] at h
    refine tendsto_of_tendsto_of_tendsto_of_le_of_le h tendsto_const_nhds ?_ ?_
    · intro n
      have hn := (polarisation_rate h0 h1 n).1
      change 1 - (1 - p) * (1 - p * (1 + p) / 2) ^ n ≤ polarisation p n
      linarith
    · intro n
      exact (polarisation_bounds h0 h1 n).2.le
  exact ⟨hmono, hlim, fun q hq => (hlim.eventually (Ioi_mem_nhds hq)).exists⟩

end

end AlgorithmicCooling
```

```lean
#print axioms AlgorithmicCooling.card_register
#print axioms AlgorithmicCooling.cooling_to_full_polarisation
```

```
'AlgorithmicCooling.card_register' depends on axioms: [propext, Classical.choice, Quot.sound]
'AlgorithmicCooling.cooling_to_full_polarisation' depends on axioms: [propext, Classical.choice, Quot.sound]
```
